# Separated fragments with piecewise linear energies reach their minimum at integer charges when the total charge is an integer

Separated fragments share a whole number of electrons. Can the lowest total energy be reached with a whole number on each? The question needs an energy for fractional charges. Here each fragment $i$ gets a real function $E_i$ of its charge $x_i$, required only to be straight between consecutive integers. "Charge" means a number of electrons, counted positively from some reference ion; on each fragment it may range from zero to a fixed whole number.

The answer is yes, whether or not the curves are convex. Fractional minimisers may exist as well: two identical fragments sharing one electron have the same energy for every split.

In Lean 4 with Mathlib:

```lean
import Mathlib

open Finset

namespace IntegerChargeFragments

variable {ι : Type*} [Fintype ι]
```

## Straight lines between integer charges

The fragments are the elements of the finite type `ι`. For a natural number $K$, the largest charge allowed on a fragment, `IsPiecewiseLinear K E` says that for each integer $n<K$ and $t\in[0,1]$
$$E(n+t)=(1-t)E(n)+tE(n+1).$$
This makes the curve continuous on $[0,K]$. Physically, the line gives the energy of a statistical mixture of the two neighbouring integer states, with weights $1-t$ and $t$; the property is assumed for each fragment, not derived from a Hamiltonian.

```lean
/-- The energy curve is a straight line between consecutive integer charges
on `[0, K]`, endpoints included. -/
def IsPiecewiseLinear (K : ℕ) (E : ℝ → ℝ) : Prop :=
  ∀ n : ℕ, n < K → ∀ t : ℝ, 0 ≤ t → t ≤ 1 →
    E (n + t) = (1 - t) * E n + t * E (n + 1)
```

Only one direction is needed: the curve must not fall below its chords.

```lean
/-- Between consecutive integer charges on `[0, K]` the energy curve lies on or above
the chord joining the integer energies. -/
def AboveChords (K : ℕ) (E : ℝ → ℝ) : Prop :=
  ∀ n : ℕ, n < K → ∀ t : ℝ, 0 ≤ t → t ≤ 1 →
    (1 - t) * E n + t * E (n + 1) ≤ E (n + t)
```

Write $x_i=m_i+t_i$ with $m_i$ an integer and $t_i\in[0,1]$, and let $c_i=E_i(m_i+1)-E_i(m_i)$ be the cost of the next electron. The hypothesis then gives
$$E_i(x_i)\ \ge\ E_i(m_i)+t_ic_i,$$
with equality for piecewise linear curves. In the proof this is `hlow`, the only place where the shape of the curves enters.

## Bounded charges and additive energies

An admissible distribution has $0\le x_i\le K$ and $\sum_i x_i=Q$.

```lean
/-- The ways of sharing a total charge `Q` among the fragments, each holding a real
charge between `0` and `K`. -/
def chargeDistributions (K Q : ℕ) : Set (ι → ℝ) :=
  {x | (∀ i, 0 ≤ x i ∧ x i ≤ K) ∧ ∑ i, x i = Q}
```

The bounds keep every $x_i$ where the chord condition applies. With both removed, two linear curves of different slope have no minimum, since moving charge downhill lowers the energy forever. The cap must also be an integer: with a cap of $1.5$ and $Q=2$, the same two curves favour $0.5$ and $1.5$ over the only integer split, $1$ and $1$.

```lean
/-- The energy of separated fragments: the sum of the fragment energies. -/
def totalEnergy (E : ι → ℝ → ℝ) (x : ι → ℝ) : ℝ := ∑ i, E i (x i)
```

Separation is built into this sum. The step from a real molecule to the model, that interactions between its parts vanish as they are pulled apart, is left to physics. With an interaction the conclusion can fail: if both curves are zero and a term $(x_1-x_2)^2$ is added, one electron is shared in halves.

## An integer total charge

If $Q$ were not an integer, no integer distribution could add up to it. In the derivation, integrality makes $k=\sum_i t_i=Q-\sum_i m_i$ a whole number, so the fractions can be exchanged for $k$ whole electrons.

Since every $t_i\le1$, $k$ is at most the number of fragments, so sets of $k$ fragments exist. Among them, let $S$ have the smallest $\sum_{i\in S}c_i$. Swapping a member $i$ for an outsider $j$ cannot lower this sum, so $c_i\le c_j$. Hence some number $\mu$ satisfies $c_i\le\mu\le c_j$ for all $i\in S$, $j\notin S$. It acts as a chemical potential, though it is only a separating value and not a derivative. Since $\sum_i t_i=k=|S|$, the terms in $\mu$ cancel:
$$\sum_i t_ic_i-\sum_{i\in S}c_i=\sum_{i\notin S}t_i(c_i-\mu)+\sum_{i\in S}(1-t_i)(\mu-c_i)\ \ge\ 0.$$

```lean
/-- Fractional occupations `t i` in `[0, 1]` with integer sum `k` can be replaced by `k`
fully occupied levels without raising the sum of the level energies `c i`. -/
theorem exists_full_occupation (c t : ι → ℝ) (k : ℕ) (h0 : ∀ i, 0 ≤ t i)
    (h1 : ∀ i, t i ≤ 1) (hk : ∑ i, t i = k) :
    ∃ S : Finset ι, S.card = k ∧ ∑ i ∈ S, c i ≤ ∑ i, t i * c i := by
  classical
  have hcard : k ≤ Fintype.card ι := by
    have h : ∑ i, t i ≤ ∑ _i : ι, (1 : ℝ) := sum_le_sum fun i _ => h1 i
    rw [hk, sum_const, card_univ, nsmul_eq_mul, mul_one] at h
    exact_mod_cast h
  -- choose the cheapest set of k levels
  obtain ⟨S, hS, hmin⟩ := exists_min_image (powersetCard k (univ : Finset ι))
    (fun S => ∑ i ∈ S, c i) (powersetCard_nonempty.2 (by simpa using hcard))
  have hSc : S.card = k := (mem_powersetCard.1 hS).2
  refine ⟨S, hSc, ?_⟩
  -- exchanging an occupied level for an empty one cannot help
  have hex : ∀ i ∈ S, ∀ j, j ∉ S → c i ≤ c j := by
    intro i hi j hj
    have hj' : j ∉ S.erase i := fun h => hj (mem_of_mem_erase h)
    have hc : (insert j (S.erase i)).card = k := by
      rw [card_insert_of_notMem hj', card_erase_add_one hi, hSc]
    have h := hmin _ (mem_powersetCard.2 ⟨subset_univ _, hc⟩)
    have e := add_sum_erase S c hi
    simp only [sum_insert hj'] at h
    linarith
  -- a chemical potential separates occupied from empty levels
  obtain ⟨μ, hμ1, hμ2⟩ : ∃ μ : ℝ, (∀ i ∈ S, c i ≤ μ) ∧ ∀ j, j ∉ S → μ ≤ c j := by
    rcases S.eq_empty_or_nonempty with h | h
    · refine ⟨-∑ i, |c i|, by simp [h], fun j _ => ?_⟩
      have h2 : |c j| ≤ ∑ i, |c i| :=
        single_le_sum (f := fun i => |c i|) (fun i _ => abs_nonneg (c i)) (mem_univ j)
      linarith [neg_abs_le (c j)]
    · obtain ⟨m, hm, hmax⟩ := S.exists_max_image c h
      exact ⟨c m, hmax, hex m hm⟩
  have hsum : ∑ i, (if i ∈ S then c i - μ else 0) ≤ ∑ i, t i * (c i - μ) := by
    refine sum_le_sum fun i _ => ?_
    by_cases h : i ∈ S
    · rw [if_pos h]
      nlinarith [mul_nonneg (sub_nonneg.2 (h1 i)) (sub_nonneg.2 (hμ1 i h))]
    · rw [if_neg h]
      exact mul_nonneg (h0 i) (sub_nonneg.2 (hμ2 i h))
  have e1 : ∑ i, (if i ∈ S then c i - μ else 0) = ∑ i ∈ S, c i - k * μ := by
    rw [sum_ite_mem, univ_inter, sum_sub_distrib, sum_const, hSc, nsmul_eq_mul]
  have e2 : ∑ i, t i * (c i - μ) = ∑ i, t i * c i - k * μ := by
    rw [← hk, sum_mul, ← sum_sub_distrib]
    exact sum_congr rfl fun i _ => by ring
  linarith
```

The device that supplies $S$ is `exists_min_image`: a real function on a nonempty finite set has a minimiser. It is applied to `powersetCard k univ`, the collection of all $k$-element sets of fragments, so no sorting of the $c_i$ is needed. It returns the set together with `hmin`, its comparison with every competitor. Applying `hmin` to `insert j (S.erase i)` is the swap above, recorded as `hex`. For $\mu$ the proof takes the largest $c_i$ in $S$, or, if $S$ is empty, a number no greater than any $c_j$.

The splitting of a charge uses the floor, except that $x_i=K$ is written as $(K-1)+1$ so that $m_i<K$ always holds.

```lean
/-- A charge in `[0, K]`, with `K` positive, is an integer below `K` plus a fraction
in `[0, 1]`. -/
theorem exists_integer_add_fraction {K : ℕ} (hK : 0 < K) {x : ℝ} (h0 : 0 ≤ x)
    (h1 : x ≤ K) : ∃ m : ℕ, m < K ∧ ∃ t : ℝ, 0 ≤ t ∧ t ≤ 1 ∧ x = m + t := by
  rcases h1.lt_or_eq with h | h
  · exact ⟨⌊x⌋₊, (Nat.floor_lt h0).2 h, x - ⌊x⌋₊, by linarith [Nat.floor_le h0],
      by linarith [Nat.lt_floor_add_one x], by ring⟩
  · obtain ⟨k, rfl⟩ : ∃ k, K = k + 1 := ⟨K - 1, by omega⟩
    exact ⟨k, by omega, 1, zero_le_one, le_refl _, by simpa using h⟩
```

Now set $n_i=m_i+1$ on $S$ and $n_i=m_i$ elsewhere. Then $0\le n_i\le K$, $\sum_i n_i=\sum_i m_i+k=Q$ and $|n_i-x_i|\le1$. The two inequalities combine to
$$\sum_iE_i(n_i)=\sum_iE_i(m_i)+\sum_{i\in S}c_i\le\sum_i\bigl(E_i(m_i)+t_ic_i\bigr)\le\sum_iE_i(x_i).$$
The final `calc` block is this chain. The case $K=0$, where all charges vanish, is treated first.

```lean
/-- If all energy curves lie on or above their chords, any distribution of an integer total
charge can be made integer, moving each fragment charge by at most one, without raising
the total energy. -/
theorem exists_integer_rounding {K Q : ℕ} {E : ι → ℝ → ℝ}
    (hE : ∀ i, AboveChords K (E i)) {x : ι → ℝ} (hx : x ∈ chargeDistributions K Q) :
    ∃ n : ι → ℕ, (fun i => (n i : ℝ)) ∈ chargeDistributions K Q ∧
      (∀ i, |(n i : ℝ) - x i| ≤ 1) ∧
      totalEnergy E (fun i => (n i : ℝ)) ≤ totalEnergy E x := by
  classical
  obtain ⟨hb, hs⟩ := hx
  rcases Nat.eq_zero_or_pos K with rfl | hK
  · have h0 : x = fun _ => ((0 : ℕ) : ℝ) :=
      funext fun i => le_antisymm (hb i).2 (by simpa using (hb i).1)
    subst h0
    exact ⟨fun _ => 0, ⟨hb, hs⟩, fun i => by simp, le_refl _⟩
  choose m hm t ht0 ht1 hxt using
    fun i => exists_integer_add_fraction hK (hb i).1 (hb i).2
  -- the fractions add up to an integer
  have hsum : ∑ i, t i = (Q : ℝ) - ((∑ i, m i : ℕ) : ℝ) := by
    rw [← hs, Nat.cast_sum, ← sum_sub_distrib]
    exact sum_congr rfl fun i _ => by linarith [hxt i]
  have hle : ∑ i, m i ≤ Q := by
    have h : 0 ≤ ∑ i, t i := sum_nonneg fun i _ => ht0 i
    rw [hsum] at h
    exact Nat.cast_le.1 (sub_nonneg.1 h)
  obtain ⟨S, hS, hSE⟩ := exists_full_occupation
    (fun i => E i (m i + 1) - E i (m i)) t (Q - ∑ i, m i) ht0 ht1
    (by rw [hsum, Nat.cast_sub hle])
  refine ⟨fun i => m i + if i ∈ S then 1 else 0,
    ⟨fun i => ⟨Nat.cast_nonneg _, ?_⟩, ?_⟩, fun i => ?_, ?_⟩
  · have h : m i + (if i ∈ S then 1 else 0) ≤ K := by
      have := hm i
      split_ifs <;> omega
    exact Nat.cast_le.2 h
  · have h1 : ∑ i, (if i ∈ S then 1 else 0 : ℕ) = S.card := by simp
    have h : ∑ i, (m i + if i ∈ S then 1 else 0) = Q := by
      rw [sum_add_distrib, h1, hS, Nat.add_sub_of_le hle]
    have h' := congrArg (Nat.cast : ℕ → ℝ) h
    rw [Nat.cast_sum] at h'
    exact h'
  · have a0 := ht0 i
    have a1 := ht1 i
    rw [hxt i, abs_le]
    by_cases h : i ∈ S
    · simp only [h, if_true]
      push_cast
      constructor <;> linarith
    · simp only [h, if_false]
      push_cast
      constructor <;> linarith
  · -- the energy is bounded below by its chords, which are linear in the fractions
    have hlow : ∀ i, E i (m i) + t i * (E i (m i + 1) - E i (m i)) ≤ E i (x i) := by
      intro i
      have h := hE i (m i) (hm i) (t i) (ht0 i) (ht1 i)
      rw [hxt i]
      linarith
    have hS' : ∑ i ∈ S, (E i (m i + 1) - E i (m i)) =
        ∑ i, if i ∈ S then E i (m i + 1) - E i (m i) else 0 := by
      rw [sum_ite_mem, univ_inter]
    calc totalEnergy E (fun i => ((m i + if i ∈ S then 1 else 0 : ℕ) : ℝ))
        = ∑ i, E i (m i) + ∑ i ∈ S, (E i (m i + 1) - E i (m i)) := by
          rw [hS', ← sum_add_distrib]
          unfold totalEnergy
          refine sum_congr rfl fun i _ => ?_
          by_cases h : i ∈ S <;> simp [h]
      _ ≤ ∑ i, E i (m i) + ∑ i, t i * (E i (m i + 1) - E i (m i)) :=
          add_le_add le_rfl hSE
      _ ≤ totalEnergy E x := by
          rw [← sum_add_distrib]
          exact sum_le_sum fun i _ => hlow i
```

## A total that the fragments can hold

The hypothesis `hQ` says that $Q$ is at most $K$ times the number of fragments. Beyond that no distribution exists, hence no minimiser. Within it, equal sharing is admissible.

```lean
/-- A total charge `Q` not exceeding `K` times the number of fragments can be
distributed among them. -/
theorem chargeDistributions_nonempty {K Q : ℕ} (hQ : Q ≤ K * Fintype.card ι) :
    (chargeDistributions K Q : Set (ι → ℝ)).Nonempty := by
  refine ⟨fun _ => (Q : ℝ) / Fintype.card ι, fun i => ⟨by positivity, ?_⟩, ?_⟩
  · have h : (0 : ℝ) < Fintype.card ι := Nat.cast_pos.2 (Fintype.card_pos_iff.2 ⟨i⟩)
    rw [div_le_iff₀ h]
    exact_mod_cast hQ
  · rw [sum_const, card_univ, nsmul_eq_mul]
    rcases Nat.eq_zero_or_pos (Fintype.card ι) with h | h
    · have hQ0 : Q = 0 := by
        rw [h] at hQ
        omega
      rw [h, hQ0]
      simp
    · have h' : (Fintype.card ι : ℝ) ≠ 0 := Nat.cast_ne_zero.2 h.ne'
      field_simp
```

Rounding the equal shares gives one integer distribution. There are finitely many, since each $n_i$ lies between $0$ and $K$, so `Set.exists_min_image` picks the lowest. Any real distribution $x$ costs at least as much as its own rounding, which costs at least as much as the one picked.

```lean
/-- If all energy curves lie on or above their chords, then for every attainable integer
total charge some integer distribution minimises the energy among all real ones. -/
theorem integer_minimum_of_aboveChords {K Q : ℕ} {E : ι → ℝ → ℝ}
    (hE : ∀ i, AboveChords K (E i)) (hQ : Q ≤ K * Fintype.card ι) :
    ∃ n : ι → ℕ, (fun i => (n i : ℝ)) ∈ chargeDistributions K Q ∧
      ∀ x ∈ chargeDistributions K Q,
        totalEnergy E (fun i => (n i : ℝ)) ≤ totalEnergy E x := by
  classical
  -- only finitely many integer distributions compete
  have hfin : {n : ι → ℕ | (fun i => (n i : ℝ)) ∈ chargeDistributions K Q}.Finite := by
    refine (Set.finite_Icc (0 : ι → ℕ) (fun _ => K)).subset fun n hn => ?_
    refine ⟨fun i => Nat.zero_le _, fun i => ?_⟩
    have h : (n i : ℝ) ≤ K := (hn.1 i).2
    exact Nat.cast_le.1 h
  obtain ⟨x₀, hx₀⟩ := chargeDistributions_nonempty (ι := ι) hQ
  obtain ⟨n₀, hn₀, -⟩ := exists_integer_rounding hE hx₀
  obtain ⟨n, hn, hmin⟩ := Set.exists_min_image _
    (fun n : ι → ℕ => totalEnergy E (fun i => (n i : ℝ))) hfin ⟨n₀, hn₀⟩
  refine ⟨n, hn, fun x hx => ?_⟩
  obtain ⟨n', hn', -, hle⟩ := exists_integer_rounding hE hx
  exact (hmin n' hn').trans hle
```

Piecewise linear curves are the case of equality in the chord condition.

```lean
/-- For separated fragments with piecewise linear energies and any attainable integer total
charge, the minimum of the total energy over real charges is attained at integer charges. -/
theorem integer_minimum_of_piecewiseLinear {K Q : ℕ} {E : ι → ℝ → ℝ}
    (hE : ∀ i, IsPiecewiseLinear K (E i)) (hQ : Q ≤ K * Fintype.card ι) :
    ∃ n : ι → ℕ, (fun i => (n i : ℝ)) ∈ chargeDistributions K Q ∧
      ∀ x ∈ chargeDistributions K Q,
        totalEnergy E (fun i => (n i : ℝ)) ≤ totalEnergy E x :=
  integer_minimum_of_aboveChords
    (fun i n hn t h0 h1 => (hE i n hn t h0 h1).ge) hQ
```

## When a curve dips below its chord

Suppose $E(t)<(1-t)E(0)+tE(1)$ for some $t$ between $0$ and $1$. Give the fragment a partner whose energy is its charge times $E(1)-E(0)$. Both integer splits of one electron cost $E(1)$, while the split into $t$ and $1-t$ costs less.

```lean
/-- If an energy curve at charge `t` lies below the chord through charges `0` and `1`, then
with a partner of linear energy of the same slope, sharing one electron as `t` and `1 - t`
has lower energy than either integer split. -/
theorem fractional_split_wins_below_chord {E : ℝ → ℝ} {t : ℝ}
    (h : E t < (1 - t) * E 0 + t * E 1) {a b : ℕ} (hab : a + b = 1) :
    E t + (E 1 - E 0) * (1 - t) < E a + (E 1 - E 0) * b := by
  have hc : (a = 0 ∧ b = 1) ∨ (a = 1 ∧ b = 0) := by omega
  rcases hc with ⟨rfl, rfl⟩ | ⟨rfl, rfl⟩
  · simp only [Nat.cast_zero, Nat.cast_one]
    linarith
  · simp only [Nat.cast_zero, Nat.cast_one]
    linarith
```

Approximate density functionals whose energy curves sag between integers can behave in this way: a stretched molecule can end up with spurious fractional charges, a symptom of what is called delocalisation error.

## Convexity is not required

The curve $-|x-1|$ is piecewise linear on $[0,2]$, but its value $0$ at the midpoint exceeds the average $-1$ of its end values. It is a mathematical example, not the energy of a real isolated fragment: there an added electron cannot raise the ground-state energy, since it can be left far away.

```lean
/-- The energy curve `-|x - 1|` is piecewise linear on `[0, 2]` and is not convex there. -/
theorem isPiecewiseLinear_witness :
    IsPiecewiseLinear 2 (fun x => -|x - 1|) ∧
      ¬ ConvexOn ℝ (Set.Icc (0 : ℝ) 2) (fun x => -|x - 1|) := by
  constructor
  · intro n hn t h0 h1
    have a : |t - 1| = 1 - t := by
      rw [abs_of_nonpos (by linarith)]
      ring
    interval_cases n
    · simp only [Nat.cast_zero, zero_add, zero_sub, sub_self, abs_neg, abs_one,
        abs_zero, a]
      ring
    · simp only [Nat.cast_one, add_sub_cancel_left, sub_self, abs_one, abs_zero,
        abs_of_nonneg h0]
      ring
  · intro h
    have h2 := h.2 (show (0 : ℝ) ∈ Set.Icc (0 : ℝ) 2 by norm_num)
      (show (2 : ℝ) ∈ Set.Icc (0 : ℝ) 2 by norm_num)
      (show (0 : ℝ) ≤ 1 / 2 by norm_num) (show (0 : ℝ) ≤ 1 / 2 by norm_num)
      (by norm_num)
    norm_num at h2

end IntegerChargeFragments
```

Take two such fragments with $Q=2$ and start from $x=(0.5,1.5)$, of energy $-0.5-0.5=-1$. Then $m=(0,1)$, $t=(0.5,0.5)$ and $k=1$. The next electron costs $c=(1,-1)$, so it goes to the second fragment. The result $(0,2)$ has energy $-2$. This is the minimum, because the total energy is $-2|x_1-1|$ with $0\le x_1\le2$. The even split $(1,1)$ has energy $0$, the highest of all.

```lean
#print axioms IntegerChargeFragments.integer_minimum_of_piecewiseLinear
#print axioms IntegerChargeFragments.fractional_split_wins_below_chord
```

```
'IntegerChargeFragments.integer_minimum_of_piecewiseLinear' depends on axioms: [propext, Classical.choice, Quot.sound]
'IntegerChargeFragments.fractional_split_wins_below_chord' depends on axioms: [propext, Classical.choice, Quot.sound]
```
